# Jordan-Wigner on two modes: anticommutation relations and hopping as $(XX+YY)/2$

Take two qubits and the matrix $a=|0\rangle\langle 1|$. The operators $a\otimes 1$ and $1\otimes a$ commute, so their anticommutator is $2\,a\otimes a\neq0$ and they are not fermion modes. Put $\sigma_z$ in front of the second. Since $a\sigma_z=-a$ and $\sigma_z a=a$,
$$\{a\otimes1,\ \sigma_z\otimes a\}=(a\sigma_z+\sigma_z a)\otimes a=0 .$$
This sign lets fermionic Hamiltonians be written as Pauli strings for qubit simulation; here the anticommutation relations are proved on any finite register, the Pauli forms for two modes only. The full Jordan-Wigner correspondence also inverts the map and identifies the register with Fock space, which these theorems leave out.

## Definitions

```lean
import Mathlib

open Matrix ComplexConjugate
open scoped Kronecker

namespace JordanWignerTwoModes

noncomputable section

local notation "I₂" => (1 : Matrix (Fin 2) (Fin 2) ℂ)
```

`I₂` is the $2\times2$ identity. `⊗ₖ` is the Kronecker product, `ᴴ` the conjugate transpose $\dagger$, `•` multiplies a matrix by a number, and `conj` conjugates a number.

```lean
/-- The Pauli matrix σx. -/
def σx : Matrix (Fin 2) (Fin 2) ℂ := !![0, 1; 1, 0]

/-- The Pauli matrix σy. -/
def σy : Matrix (Fin 2) (Fin 2) ℂ := !![0, -Complex.I; Complex.I, 0]

/-- The Pauli matrix σz. -/
def σz : Matrix (Fin 2) (Fin 2) ℂ := !![1, 0; 0, -1]

/-- The single-qubit ladder operator a = (σx + iσy)/2. -/
def a : Matrix (Fin 2) (Fin 2) ℂ := (1 / 2 : ℂ) • (σx + Complex.I • σy)
```

In `!![0, 1; 1, 0]` semicolons separate rows. Index $0$ has $\sigma_z=+1$. The operator $a=(\sigma_x+i\sigma_y)/2$ raises the spin but serves as annihilator, so $|0\rangle$ is empty and $|1\rangle$ occupied.

```lean
/-- The first Jordan-Wigner mode operator c₁ = a ⊗ 1 on two qubits. -/
def c₁ : Matrix (Fin 2 × Fin 2) (Fin 2 × Fin 2) ℂ := a ⊗ₖ I₂

/-- The second Jordan-Wigner mode operator c₂ = σz ⊗ a on two qubits. -/
def c₂ : Matrix (Fin 2 × Fin 2) (Fin 2 × Fin 2) ℂ := σz ⊗ₖ a

/-- The anticommutator {A, B} = AB + BA. -/
def anticomm {n : Type*} [Fintype n] (A B : Matrix n n ℂ) : Matrix n n ℂ := A * B + B * A

/-- The canonical anticommutation relations of a family of operators:
{cᵢ, cⱼ} = 0, {cᵢ†, cⱼ†} = 0 and {cᵢ, cⱼ†} = δᵢⱼ. -/
structure SatisfiesCAR {ι n : Type*} [DecidableEq ι] [Fintype n] [DecidableEq n]
    (c : ι → Matrix n n ℂ) : Prop where
  ann : ∀ i j, anticomm (c i) (c j) = 0
  cre : ∀ i j, anticomm (c i)ᴴ (c j)ᴴ = 0
  mixed : ∀ i j, anticomm (c i) (c j)ᴴ = if i = j then 1 else 0
```

The $4\times4$ matrices $c_1=a\otimes1$ and $c_2=\sigma_z\otimes a$ are indexed by bit pairs, `Fin 2 × Fin 2`. `SatisfiesCAR c` says that for all mode labels $\{c_i,c_j\}=0$ (`ann`), $\{c_i^\dagger,c_j^\dagger\}=0$ (`cre`) and $\{c_i,c_j^\dagger\}=\delta_{ij}1$ (`mixed`). All matrices are finite.

```lean
/-- One Jordan-Wigner step: a qubit is added in front, the new first mode is a ⊗ 1 and
each old mode cᵢ becomes σz ⊗ cᵢ. -/
def prepend {m : ℕ} {n : Type*} [DecidableEq n] (c : Fin m → Matrix n n ℂ) :
    Fin (m + 1) → Matrix (Fin 2 × n) (Fin 2 × n) ℂ :=
  Matrix.vecCons (a ⊗ₖ (1 : Matrix n n ℂ)) (fun i => σz ⊗ₖ c i)

/-- Computational basis labels of a register of m + 1 qubits. -/
def Register : ℕ → Type
  | 0 => Fin 2
  | m + 1 => Fin 2 × Register m

/-- The basis labels of a register form a finite set. -/
instance registerFintype : (m : ℕ) → Fintype (Register m)
  | 0 => (inferInstance : Fintype (Fin 2))
  | m + 1 => letI := registerFintype m; (inferInstance : Fintype (Fin 2 × Register m))

/-- Equality of basis labels of a register is decidable. -/
instance registerDecEq : (m : ℕ) → DecidableEq (Register m)
  | 0 => (inferInstance : DecidableEq (Fin 2))
  | m + 1 => letI := registerDecEq m; (inferInstance : DecidableEq (Fin 2 × Register m))

/-- The Jordan-Wigner operators on m + 1 qubits, obtained from the single mode a by
m Jordan-Wigner steps. -/
def chain : (m : ℕ) → Fin (m + 1) → Matrix (Register m) (Register m) ℂ
  | 0 => (![a] : Fin 1 → Matrix (Fin 2) (Fin 2) ℂ)
  | m + 1 => prepend (chain m)
```

`prepend` turns $c_i$ into the list $a\otimes1,\ \sigma_z\otimes c_i$. `Register m` labels the basis of $m+1$ qubits, and `chain m` applies `prepend` $m$ times to $a$, so the mode at position $j$, counted from zero, is $\sigma_z^{\otimes j}\otimes a\otimes1^{\otimes(m-j)}$.

## One qubit

```lean
/-- The adjoint of a tensor product is the tensor product of the adjoints. -/
theorem kron_conjTranspose {p q : Type*} (A : Matrix p p ℂ) (B : Matrix q q ℂ) :
    (A ⊗ₖ B)ᴴ = Aᴴ ⊗ₖ Bᴴ := by
  ext i j
  simp only [Matrix.conjTranspose_apply, Matrix.kroneckerMap_apply, star_mul']
```

$(A\otimes B)^\dagger=A^\dagger\otimes B^\dagger$, because each entry is a product of two numbers and conjugation respects products; `ext` passes to entries.

```lean
/-- The matrix entries of a and of a†. -/
theorem a_entries : a = !![0, 1; 0, 0] ∧ aᴴ = !![0, 0; 1, 0] := by
  have h : a = !![0, 1; 0, 0] := by
    ext i j
    fin_cases i <;> fin_cases j <;> simp [a, σx, σy]
    norm_num
  refine ⟨h, ?_⟩
  rw [h]
  ext i j
  fin_cases i <;> fin_cases j <;> simp [Matrix.conjTranspose_apply]
```

The upper right entry of $\sigma_x+i\sigma_y$ is $1+i(-i)=2$, the lower left $1+i\cdot i=0$. Hence $a=|0\rangle\langle1|$ and $a^\dagger=|1\rangle\langle0|$. `fin_cases` runs through the index values.

```lean
/-- Single-qubit algebra: a² = 0, (a†)² = 0, aa† + a†a = 1, the products of σz with a and
a† in both orders, σz² = 1 and σz† = σz. -/
theorem qubit_relations :
    a * a = 0 ∧ aᴴ * aᴴ = 0 ∧ a * aᴴ + aᴴ * a = 1 ∧ σz * a = a ∧ a * σz = -a ∧
      aᴴ * σz = aᴴ ∧ σz * aᴴ = -aᴴ ∧ σz * σz = 1 ∧ σzᴴ = σz := by
  rw [a_entries.2, a_entries.1]
  refine ⟨?_, ?_, ?_, ?_, ?_, ?_, ?_, ?_, ?_⟩ <;> ext i j <;> fin_cases i <;> fin_cases j <;>
    simp [σz, Matrix.mul_apply, Fin.sum_univ_two, Matrix.conjTranspose_apply]
```

From $\langle1|0\rangle=0$ follow $a^2=0$ and $(a^\dagger)^2=0$, and $aa^\dagger+a^\dagger a=|0\rangle\langle0|+|1\rangle\langle1|=1$. The eigenvalues of $\sigma_z$ give $\sigma_za=a$, $a\sigma_z=-a$, $a^\dagger\sigma_z=a^\dagger$, $\sigma_za^\dagger=-a^\dagger$; also $\sigma_z^2=1$ and $\sigma_z^\dagger=\sigma_z$. Lean checks all nine entry by entry.

```lean
/-- The single operator a satisfies the canonical anticommutation relations of one mode. -/
theorem satisfiesCAR_witness : SatisfiesCAR (![a] : Fin 1 → Matrix (Fin 2) (Fin 2) ℂ) := by
  obtain ⟨haa, hdd, had, -⟩ := qubit_relations
  refine ⟨?_, ?_, ?_⟩ <;> intro i j <;> fin_cases i <;> fin_cases j
  · simp [anticomm, haa]
  · simp [anticomm, hdd]
  · simp [anticomm, had]
```

The first three relations are the anticommutation relations of the single mode $a$.

## Adding a mode

```lean
/-- If m operators cᵢ satisfy the canonical anticommutation relations, so do the m + 1
operators a ⊗ 1 and σz ⊗ cᵢ. -/
theorem prepend_satisfiesCAR {m : ℕ} {n : Type*} [Fintype n] [DecidableEq n]
    {c : Fin m → Matrix n n ℂ} (h : SatisfiesCAR c) : SatisfiesCAR (prepend c) := by
  obtain ⟨haa, -, had, hza, haz, hdz, hzd, hzz, hz⟩ := qubit_relations
  have ann : ∀ i j, anticomm (prepend c i) (prepend c j) = 0 := by
    intro i j
    rcases Fin.eq_zero_or_eq_succ i with rfl | ⟨k, rfl⟩ <;>
      rcases Fin.eq_zero_or_eq_succ j with rfl | ⟨l, rfl⟩ <;>
      simp only [prepend, Matrix.cons_val_zero, Matrix.cons_val_succ, anticomm,
        ← Matrix.mul_kronecker_mul, Matrix.one_mul, Matrix.mul_one, haa, hza, haz, hzz]
    · simp
    -- new mode against old mode: the sign comes from a σz = -σz a
    · rw [← Matrix.add_kronecker, neg_add_cancel, Matrix.zero_kronecker]
    · rw [← Matrix.add_kronecker, add_neg_cancel, Matrix.zero_kronecker]
    -- two old modes: σz² = 1 leaves the old anticommutator
    · have h' := h.ann k l
      simp only [anticomm] at h'
      rw [← Matrix.kronecker_add, h', Matrix.kronecker_zero]
  refine ⟨ann, ?_, ?_⟩
  -- the relations between creation operators are the adjoints of those just proved
  · intro i j
    have h' := congrArg Matrix.conjTranspose (ann i j)
    simp only [anticomm, Matrix.conjTranspose_add, Matrix.conjTranspose_mul,
      Matrix.conjTranspose_zero] at h'
    simp only [anticomm]
    exact (add_comm _ _).trans h'
  · intro i j
    rcases Fin.eq_zero_or_eq_succ i with rfl | ⟨k, rfl⟩ <;>
      rcases Fin.eq_zero_or_eq_succ j with rfl | ⟨l, rfl⟩ <;>
      simp only [prepend, Matrix.cons_val_zero, Matrix.cons_val_succ, anticomm,
        kron_conjTranspose, Matrix.conjTranspose_one, hz, ← Matrix.mul_kronecker_mul,
        Matrix.one_mul, Matrix.mul_one, hza, haz, hdz, hzd, hzz]
    · simp [← Matrix.add_kronecker, had]
    · simp [← Matrix.add_kronecker, (Fin.succ_ne_zero l).symm]
    · simp [← Matrix.add_kronecker, Fin.succ_ne_zero k]
    · have h' := h.mixed k l
      simp only [anticomm] at h'
      rw [← Matrix.kronecker_add, h']
      by_cases hkl : k = l <;> simp [hkl]
```

The hypothesis `h` says that the $c_i$ obey the relations; the conclusion is that the enlarged family does. Everything follows from $(A\otimes B)(C\otimes D)=AC\otimes BD$, which is `Matrix.mul_kronecker_mul`:
$$\{a\otimes1,a\otimes1\}=2a^2\otimes1=0,\qquad \{a\otimes1,\sigma_z\otimes c_l\}=(-a+a)\otimes c_l=0,$$
$$\{\sigma_z\otimes c_k,\sigma_z\otimes c_l\}=1\otimes\{c_k,c_l\}=0 .$$
`rcases` splits each index into new or old, giving four cases, with the mixed one in both orders. The adjoint of $\{A,B\}=0$ is $\{A^\dagger,B^\dagger\}=0$, which settles `cre`. For `mixed`,
$$\{a\otimes1,a^\dagger\otimes1\}=1,\qquad \{a\otimes1,\sigma_z\otimes c_l^\dagger\}=(-a+a)\otimes c_l^\dagger=0,$$
$$\{\sigma_z\otimes c_k,a^\dagger\otimes1\}=(-a^\dagger+a^\dagger)\otimes c_k=0,\qquad \{\sigma_z\otimes c_k,\sigma_z\otimes c_l^\dagger\}=1\otimes\delta_{kl}1 .$$
The hypothesis enters only between two old modes. It cannot be dropped: if an old operator is zero, its image is zero and the last anticommutator with $k=l$ is $0$, not $1$.

```lean
/-- The Jordan-Wigner operators on m + 1 qubits satisfy the canonical anticommutation
relations for every m. -/
theorem chain_satisfiesCAR (m : ℕ) : SatisfiesCAR (chain m) := by
  induction m with
  | zero => exact satisfiesCAR_witness
  | succ m ih => exact prepend_satisfiesCAR ih
```

Induction on $m$, with the single mode as base case and the previous theorem as step, covers $m+1$ qubits for every $m$.

## Pauli strings for two modes

```lean
/-- Hopping with a complex amplitude t as Pauli strings:
t c₁†c₂ + t̄ c₂†c₁ = (Re t / 2)(XX + YY) - (Im t / 2)(XY - YX). -/
theorem hopping_complex (t : ℂ) :
    t • (c₁ᴴ * c₂) + conj t • (c₂ᴴ * c₁) =
      ((t.re : ℂ) / 2) • (σx ⊗ₖ σx + σy ⊗ₖ σy) - ((t.im : ℂ) / 2) • (σx ⊗ₖ σy - σy ⊗ₖ σx) := by
  obtain ⟨-, -, -, hza, -, hdz, -, -, hz⟩ := qubit_relations
  -- the string is absorbed: a† σz = a† and σz a = a
  have h12 : c₁ᴴ * c₂ = aᴴ ⊗ₖ a := by
    simp only [c₁, c₂, kron_conjTranspose, Matrix.conjTranspose_one,
      ← Matrix.mul_kronecker_mul, hdz, Matrix.one_mul]
  have h21 : c₂ᴴ * c₁ = a ⊗ₖ aᴴ := by
    simp only [c₁, c₂, kron_conjTranspose, hz, ← Matrix.mul_kronecker_mul, hza, Matrix.mul_one]
  -- expansion in Pauli strings, entry by entry
  have key : ∀ u v : ℂ, (u + v * Complex.I) • (aᴴ ⊗ₖ a) + (u - v * Complex.I) • (a ⊗ₖ aᴴ) =
      (u / 2) • (σx ⊗ₖ σx + σy ⊗ₖ σy) - (v / 2) • (σx ⊗ₖ σy - σy ⊗ₖ σx) := by
    intro u v
    rw [a_entries.2, a_entries.1]
    ext ⟨i, j⟩ ⟨k, l⟩
    fin_cases i <;> fin_cases j <;> fin_cases k <;> fin_cases l <;>
      simp [Matrix.kroneckerMap_apply, σx, σy] <;> ring
  have hc : conj t = (t.re : ℂ) - (t.im : ℂ) * Complex.I := by
    apply Complex.ext <;> simp
  have h := key t.re t.im
  rw [Complex.re_add_im, ← hc] at h
  rw [h12, h21]
  exact h
```

With $X,Y,Z$ for the Pauli matrices and $XY=\sigma_x\otimes\sigma_y$, the statement holds for every complex $t$. The string is absorbed (`h12`, `h21`):
$$c_1^\dagger c_2=a^\dagger\sigma_z\otimes a=a^\dagger\otimes a,\qquad c_2^\dagger c_1=\sigma_za\otimes a^\dagger=a\otimes a^\dagger .$$
Inserting $a=(X+iY)/2$ and $a^\dagger=(X-iY)/2$ gives
$$a^\dagger\otimes a=\tfrac14\,[XX+YY+i(XY-YX)],\qquad a\otimes a^\dagger=\tfrac14\,[XX+YY-i(XY-YX)] .$$
For $t=u+iv$ the sum weighted by $t$ and $\bar t$ is
$$\tfrac{t+\bar t}{4}(XX+YY)+\tfrac{i(t-\bar t)}{4}(XY-YX)=\tfrac u2(XX+YY)-\tfrac v2(XY-YX).$$
Lean's `key` verifies this on the sixteen entries instead of expanding, and `hc` supplies $\bar t=u-iv$.

```lean
/-- Jordan-Wigner on two modes: c₁ = a ⊗ 1 and c₂ = σz ⊗ a satisfy all canonical
anticommutation relations, and c₁†c₂ + c₂†c₁ = (XX + YY)/2. -/
theorem jordanWigner_two_modes :
    SatisfiesCAR (![c₁, c₂] : Fin 2 → Matrix (Fin 2 × Fin 2) (Fin 2 × Fin 2) ℂ) ∧
      c₁ᴴ * c₂ + c₂ᴴ * c₁ = (1 / 2 : ℂ) • (σx ⊗ₖ σx + σy ⊗ₖ σy) := by
  constructor
  -- the pair (c₁, c₂) is one Jordan-Wigner step applied to the single mode a
  · have h : (![c₁, c₂] : Fin 2 → Matrix (Fin 2 × Fin 2) (Fin 2 × Fin 2) ℂ) =
        prepend (![a] : Fin 1 → Matrix (Fin 2) (Fin 2) ℂ) := by
      funext i
      fin_cases i <;> rfl
    rw [h]
    exact prepend_satisfiesCAR satisfiesCAR_witness
  · have h := hopping_complex 1
    simpa using h
```

The main theorem is a conjunction (`∧`): the pair `![c₁, c₂]` satisfies all the relations, and $c_1^\dagger c_2+c_2^\dagger c_1=(XX+YY)/2$. The pair equals `prepend` applied to $a$ by definition (`rfl`), so the step theorem applies; the identity is the case $t=1$. For modes that are not neighbours in a longer chain, factors $Z$ remain on the qubits between them, a remark that no theorem here establishes.

```lean
/-- The pairing term as Pauli strings: c₁†c₂† + c₂c₁ = (XX - YY)/2. -/
theorem pairing : c₁ᴴ * c₂ᴴ + c₂ * c₁ = (1 / 2 : ℂ) • (σx ⊗ₖ σx - σy ⊗ₖ σy) := by
  obtain ⟨-, -, -, hza, -, hdz, -, -, hz⟩ := qubit_relations
  simp only [c₁, c₂, kron_conjTranspose, Matrix.conjTranspose_one, hz,
    ← Matrix.mul_kronecker_mul, hdz, hza, Matrix.one_mul, Matrix.mul_one]
  rw [a_entries.2, a_entries.1]
  ext ⟨i, j⟩ ⟨k, l⟩
  fin_cases i <;> fin_cases j <;> fin_cases k <;> fin_cases l <;>
    simp [Matrix.kroneckerMap_apply, σx, σy] <;> norm_num
```

The same absorption gives $c_1^\dagger c_2^\dagger=a^\dagger\otimes a^\dagger$ and $c_2c_1=a\otimes a$. These equal $\tfrac14[XX-YY\mp i(XY+YX)]$, the upper sign for $a^\dagger\otimes a^\dagger$, and add to $(XX-YY)/2$. Lean simplifies the products, then compares entries.

```lean
/-- The number operators as Pauli strings: c₁†c₁ = (II - ZI)/2 and c₂†c₂ = (II - IZ)/2. -/
theorem number_operators :
    c₁ᴴ * c₁ = (1 / 2 : ℂ) • (I₂ ⊗ₖ I₂ - σz ⊗ₖ I₂) ∧
      c₂ᴴ * c₂ = (1 / 2 : ℂ) • (I₂ ⊗ₖ I₂ - I₂ ⊗ₖ σz) := by
  obtain ⟨-, -, -, -, -, -, -, hzz, hz⟩ := qubit_relations
  simp only [c₁, c₂, kron_conjTranspose, Matrix.conjTranspose_one, hz,
    ← Matrix.mul_kronecker_mul, hzz, Matrix.one_mul]
  rw [a_entries.2, a_entries.1, Matrix.one_fin_two]
  constructor <;> ext ⟨i, j⟩ ⟨k, l⟩ <;>
    fin_cases i <;> fin_cases j <;> fin_cases k <;> fin_cases l <;>
    simp [Matrix.kroneckerMap_apply, σz] <;> norm_num
```

Since $a^\dagger a=|1\rangle\langle1|=(1-Z)/2$, one has $c_1^\dagger c_1=a^\dagger a\otimes1=(II-ZI)/2$ and $c_2^\dagger c_2=\sigma_z^2\otimes a^\dagger a=(II-IZ)/2$. The check is again entrywise.

```lean
/-- Without the factor σz, the operator 1 ⊗ a commutes with c₁ and its anticommutator
with c₁ is not zero. -/
theorem string_needed :
    c₁ * (I₂ ⊗ₖ a) = (I₂ ⊗ₖ a) * c₁ ∧ anticomm c₁ (I₂ ⊗ₖ a) ≠ 0 := by
  constructor
  · simp only [c₁, ← Matrix.mul_kronecker_mul, Matrix.one_mul, Matrix.mul_one]
  · intro h
    simp only [anticomm, c₁, ← Matrix.mul_kronecker_mul, Matrix.one_mul, Matrix.mul_one] at h
    rw [a_entries.1] at h
    -- the anticommutator is a ⊗ a + a ⊗ a, whose corner entry is 2
    have h' := congrFun (congrFun h ((0 : Fin 2), (0 : Fin 2))) ((1 : Fin 2), (1 : Fin 2))
    norm_num [Matrix.kroneckerMap_apply] at h'

end

end JordanWignerTwoModes
```

This is the opening observation: both products of $c_1$ and $1\otimes a$ equal $a\otimes a=|00\rangle\langle11|$. To show that the anticommutator is nonzero, Lean assumes it vanishes and reads the entry in row $(0,0)$, column $(1,1)$, obtaining $2=0$.

```lean
#print axioms JordanWignerTwoModes.jordanWigner_two_modes
#print axioms JordanWignerTwoModes.pairing
#print axioms JordanWignerTwoModes.number_operators
#print axioms JordanWignerTwoModes.string_needed
```

```
'JordanWignerTwoModes.jordanWigner_two_modes' depends on axioms: [propext, Classical.choice, Quot.sound]
'JordanWignerTwoModes.pairing' depends on axioms: [propext, Classical.choice, Quot.sound]
'JordanWignerTwoModes.number_operators' depends on axioms: [propext, Classical.choice, Quot.sound]
'JordanWignerTwoModes.string_needed' depends on axioms: [propext, Classical.choice, Quot.sound]
```
